# In a two-level truncation, the ground state's momentum leakage is at least its coordinate leakage times a squared ratio of energy gaps

When a molecule is reduced to its lowest two levels, its ground state loses its couplings to all higher levels. Measured relative to the retained transition, the lost squared coupling is at least $\left((E_2-E_0)/(E_1-E_0)\right)^2$ times as large for the momentum $P$ as for the coordinate $X$:

$$\sum_{n\ge 2}\frac{|P_{n0}|^2}{|P_{10}|^2}\;\ge\;\left(\frac{E_2-E_0}{E_1-E_0}\right)^2\sum_{n\ge 2}\frac{|X_{n0}|^2}{|X_{10}|^2}.$$

This holds for finitely many levels $E_0<E_1\le E_2\le\dots$, with $X_{10}\neq 0$, mass $m>0$ and $P=im[H,X]$ in units with $\hbar=1$. In the long-wavelength limit and for a local potential, light couples to the momentum in the Coulomb gauge and to the coordinate in the dipole gauge, so for one coordinate and a finite set of levels the bound compares what the two couplings lose from the ground state. It does not bound the error in the energies of a truncated model.

## Levels, momentum and leakage

```lean
import Mathlib

open Matrix

namespace TwoLevelGaugeLeakage

noncomputable section

variable {ι : Type*} [Fintype ι] [DecidableEq ι]
```

The finite type `ι` holds the labels of the levels. For a matrix `A`, the expression `A n g` means $A_{ng}=\langle n|A|g\rangle$.

```lean
/-- The molecular Hamiltonian in its eigenbasis, with level energies `E n`. -/
def hamiltonian (E : ι → ℝ) : Matrix ι ι ℂ :=
  Matrix.diagonal fun n => (E n : ℂ)
```

The Hamiltonian is diagonal, $H_{jk}=E_j\delta_{jk}$: we work in its eigenbasis. The function `E` gives each level a real energy.

```lean
/-- The momentum `P = i m [H, X]` belonging to the coordinate `X` of a particle of mass `m`. -/
def momentum (m : ℝ) (E : ι → ℝ) (X : Matrix ι ι ℂ) : Matrix ι ι ℂ :=
  (Complex.I * (m : ℂ)) • (hamiltonian E * X - X * hamiltonian E)
```

This defines $P=im(HX-XH)$. For a particle with $H=p^2/2m+V(x)$, the commutator $[H,x]=-ip/m$ makes this the usual momentum. A real molecule has infinitely many levels and a continuum, and the step from the finite sum to that full spectrum is not supplied by the hypotheses.

```lean
/-- The levels discarded when only the states `g` and `e` are kept. -/
def discarded (g e : ι) : Finset ι :=
  Finset.univ.filter fun n => n ≠ g ∧ n ≠ e
```

Two states are kept, `g` and `e` (a level, not the charge). All others are discarded.

```lean
/-- The total squared coupling by which `A` carries `g` into the discarded levels. -/
def leakedWeight (g e : ι) (A : Matrix ι ι ℂ) : ℝ :=
  ∑ n ∈ discarded g e, ‖A n g‖ ^ 2
```

The leaked weight of $A$ is $\sum_n|A_{ng}|^2$ over discarded $n$. Only transitions out of $g$ count, not those out of $e$.

```lean
/-- The leaked weight relative to the retained transition `g → e`, for operators
with `A e g ≠ 0`. -/
def leakage (g e : ι) (A : Matrix ι ι ℂ) : ℝ :=
  leakedWeight g e A / ‖A e g‖ ^ 2
```

The leakage $L_A$ divides that weight by $|A_{eg}|^2$. It is a meaningful ratio when $A_{eg}\neq 0$.

```lean
/-- The operator `A` projected on both sides onto the states `g` and `e`. -/
def truncate (g e : ι) (A : Matrix ι ι ℂ) : Matrix ι ι ℂ :=
  Matrix.diagonal (fun n => if n = g ∨ n = e then 1 else 0) * A *
    Matrix.diagonal (fun n => if n = g ∨ n = e then 1 else 0)
```

Truncation multiplies $A$ on both sides by the projector onto $g$ and $e$.

## Matrix elements and the loss in a square

```lean
/-- Momentum matrix elements are coordinate matrix elements times the transition energy:
`P_jk = i m (E_j - E_k) X_jk`. -/
theorem momentum_apply (m : ℝ) (E : ι → ℝ) (X : Matrix ι ι ℂ) (j k : ι) :
    momentum m E X j k = Complex.I * (m : ℂ) * ((E j - E k : ℝ) : ℂ) * X j k := by
  simp only [momentum, hamiltonian, Matrix.smul_apply, Matrix.sub_apply, Matrix.diagonal_mul,
    Matrix.mul_diagonal, smul_eq_mul, Complex.ofReal_sub]
  ring
```

Since $H$ is diagonal, $(HX)_{jk}=E_jX_{jk}$ and $(XH)_{jk}=X_{jk}E_k$. Hence

$$P_{jk}=im(E_j-E_k)X_{jk}.$$

In the proof, `simp` writes out these two products and `ring` collects the terms.

```lean
/-- The momentum belonging to a Hermitian coordinate is Hermitian. -/
theorem momentum_isHermitian (m : ℝ) (E : ι → ℝ) {X : Matrix ι ι ℂ} (hX : X.IsHermitian) :
    (momentum m E X).IsHermitian := by
  apply Matrix.IsHermitian.ext
  intro i j
  rw [momentum_apply, momentum_apply, ← hX.apply i j]
  simp only [Complex.star_def, map_mul, map_sub, Complex.conj_I, Complex.conj_ofReal,
    Complex.ofReal_sub]
  ring
```

If $X$ is Hermitian, then

$$P_{kj}^*=-im(E_k-E_j)X_{kj}^*=im(E_j-E_k)X_{jk}=P_{jk},$$

so $P$ is Hermitian too. The leakage bound itself does not use Hermiticity.

```lean
/-- For a Hermitian operator, the leaked weight is what the expectation value of its square
in `g` loses when the operator is truncated to `g` and `e` before squaring. -/
theorem square_defect (g e : ι) {A : Matrix ι ι ℂ} (hA : A.IsHermitian) :
    (A * A) g g - (truncate g e A * truncate g e A) g g = (leakedWeight g e A : ℂ) := by
  have h : ∀ n, A g n * A n g = ((‖A n g‖ ^ 2 : ℝ) : ℂ) := by
    intro n
    rw [← hA.apply g n, Complex.star_def, mul_comm, Complex.mul_conj,
      Complex.normSq_eq_norm_sq]
  rw [Matrix.mul_apply, Matrix.mul_apply, ← Finset.sum_sub_distrib, leakedWeight, discarded,
    Finset.sum_filter, Complex.ofReal_sum]
  -- intermediate states g and e cancel, the discarded ones remain
  refine Finset.sum_congr rfl fun n _ => ?_
  simp only [truncate, Matrix.mul_diagonal, Matrix.diagonal_mul]
  by_cases hg : n = g
  · simp [hg]
  · by_cases he : n = e
    · simp [he]
    · simpa [hg, he] using h n
```

For Hermitian $A$,

$$(A^2)_{gg}=\sum_n A_{gn}A_{ng}=\sum_n|A_{ng}|^2.$$

If $A$ is truncated before squaring, only the intermediate states $g$ and $e$ remain in the sum. The difference is the leaked weight. For $A=X$ this is what the ground-state expectation of $X^2$, the operator in the dipole self-energy, loses. The proof first establishes $A_{gn}A_{ng}=|A_{ng}|^2$ as `h`, then compares the sums term by term, with separate cases for $n=g$, $n=e$ and all other $n$.

```lean
/-- The squared modulus of a momentum matrix element is `m² (E_j - E_k)² |X_jk|²`. -/
theorem norm_sq_momentum (m : ℝ) (E : ι → ℝ) (X : Matrix ι ι ℂ) (j k : ι) :
    ‖momentum m E X j k‖ ^ 2 = m ^ 2 * (E j - E k) ^ 2 * ‖X j k‖ ^ 2 := by
  rw [momentum_apply]
  simp only [norm_mul, Complex.norm_I, Complex.norm_real, Real.norm_eq_abs, one_mul, mul_pow,
    sq_abs]
```

Taking squared moduli removes the phase $i$:

$$|P_{jk}|^2=m^2(E_j-E_k)^2|X_{jk}|^2.$$

## The excess leakage and its sign

```lean
variable {m : ℝ} {E : ι → ℝ} {X : Matrix ι ι ℂ} {g e : ι} {Λ : ℝ}

/-- For positive mass, `E g < E e` and an allowed transition `g → e`, the excess of the momentum
leakage over `((Λ - E g) / (E e - E g))²` times the coordinate leakage, multiplied by
`(E e - E g)² |X e g|²`, is an explicit sum over the discarded levels. -/
theorem leakage_excess (hm : 0 < m) (hge : E g < E e) (hX : X e g ≠ 0) (Λ : ℝ) :
    (leakage g e (momentum m E X) - ((Λ - E g) / (E e - E g)) ^ 2 * leakage g e X) *
        ((E e - E g) ^ 2 * ‖X e g‖ ^ 2) =
      ∑ n ∈ discarded g e, ((E n - E g) ^ 2 - (Λ - E g) ^ 2) * ‖X n g‖ ^ 2 := by
  have hD : E e - E g ≠ 0 := (sub_pos.2 hge).ne'
  have hx : ‖X e g‖ ≠ 0 := norm_ne_zero_iff.2 hX
  have hm' : m ≠ 0 := hm.ne'
  have hP : leakedWeight g e (momentum m E X) =
      m ^ 2 * ∑ n ∈ discarded g e, (E n - E g) ^ 2 * ‖X n g‖ ^ 2 := by
    rw [leakedWeight, Finset.mul_sum]
    exact Finset.sum_congr rfl fun n _ => by rw [norm_sq_momentum]; ring
  have hS : ∑ n ∈ discarded g e, ((E n - E g) ^ 2 - (Λ - E g) ^ 2) * ‖X n g‖ ^ 2 =
      ∑ n ∈ discarded g e, (E n - E g) ^ 2 * ‖X n g‖ ^ 2 -
        (Λ - E g) ^ 2 * leakedWeight g e X := by
    rw [leakedWeight, Finset.mul_sum, ← Finset.sum_sub_distrib]
    exact Finset.sum_congr rfl fun n _ => by ring
  rw [hS]
  unfold leakage
  rw [hP, norm_sq_momentum]
  -- what remains is the cancellation of the common denominators
  generalize ∑ n ∈ discarded g e, (E n - E g) ^ 2 * ‖X n g‖ ^ 2 = S
  generalize leakedWeight g e X = W
  generalize ‖X e g‖ = x at hx ⊢
  generalize E e - E g = D at hD ⊢
  generalize Λ - E g = a
  have h1 : m ^ 2 * S / (m ^ 2 * D ^ 2 * x ^ 2) * (D ^ 2 * x ^ 2) = S := by field_simp
  have h2 : (a / D) ^ 2 * (W / x ^ 2) * (D ^ 2 * x ^ 2) = a ^ 2 * W := by field_simp
  rw [sub_mul, h1, h2]
```

Here `Λ` is any real reference energy; later it becomes a lower bound on the discarded energies, not a high-energy cutoff. Write

$$D=E_e-E_g,\quad a=\Lambda-E_g,\quad x=|X_{eg}|,$$

$$W=\sum_n|X_{ng}|^2,\quad S=\sum_n(E_n-E_g)^2|X_{ng}|^2,$$

with both sums over discarded levels. The mass cancels in the momentum leakage:

$$L_P=\frac{m^2S}{m^2D^2x^2}=\frac{S}{D^2x^2},\qquad L_X=\frac{W}{x^2}.$$

Therefore

$$\left(L_P-\frac{a^2}{D^2}L_X\right)D^2x^2=S-a^2W=\sum_n\left[(E_n-E_g)^2-(\Lambda-E_g)^2\right]|X_{ng}|^2.$$

In Lean, `hP` and `hS` rewrite the sums, `generalize` replaces them by single letters, and `field_simp` cancels the denominators.

```lean
/-- Let the mass be positive, `E g < E e`, the transition `g → e` allowed, and all discarded
levels at or above `Λ ≥ E g`. Then `P` also drives `g → e`, and its leakage is at least
`((Λ - E g) / (E e - E g))²` times that of `X`. -/
theorem momentum_leakage_bound (hm : 0 < m) (hge : E g < E e) (hX : X e g ≠ 0)
    (hΛ : E g ≤ Λ) (hhigh : ∀ n ∈ discarded g e, Λ ≤ E n) :
    momentum m E X e g ≠ 0 ∧
      ((Λ - E g) / (E e - E g)) ^ 2 * leakage g e X ≤ leakage g e (momentum m E X) := by
  constructor
  · rw [momentum_apply]
    exact mul_ne_zero (mul_ne_zero (mul_ne_zero Complex.I_ne_zero
      (Complex.ofReal_ne_zero.2 hm.ne')) (Complex.ofReal_ne_zero.2 (sub_pos.2 hge).ne')) hX
  · have hpos : 0 < (E e - E g) ^ 2 * ‖X e g‖ ^ 2 :=
      mul_pos (pow_pos (sub_pos.2 hge) 2) (pow_pos (norm_pos_iff.2 hX) 2)
    have hs : 0 ≤ ∑ n ∈ discarded g e, ((E n - E g) ^ 2 - (Λ - E g) ^ 2) * ‖X n g‖ ^ 2 :=
      Finset.sum_nonneg fun n hn => mul_nonneg
        (by nlinarith [hhigh n hn, mul_nonneg (sub_nonneg.2 hΛ) (sub_nonneg.2 (hhigh n hn))])
        (sq_nonneg _)
    rw [← leakage_excess hm hge hX Λ] at hs
    exact sub_nonneg.1 ((mul_nonneg_iff_of_pos_right hpos).1 hs)
```

The hypotheses now say that $\Lambda\ge E_g$ and that every discarded level has $E_n\ge\Lambda$. The conclusion has two parts, joined by `∧`: $P_{eg}\neq 0$, and the bound. The first follows because $im(E_e-E_g)X_{eg}$ is a product of nonzero factors. For the second, each bracket in the excess formula is

$$(E_n-E_g)^2-(\Lambda-E_g)^2=(E_n-\Lambda)^2+2(\Lambda-E_g)(E_n-\Lambda)\ge 0.$$

The sum is therefore nonnegative, and dividing by $D^2x^2>0$ gives $L_P\ge(a/D)^2L_X$. The tactic `nlinarith` proves the bracket inequality from the supplied product $(\Lambda-E_g)(E_n-\Lambda)\ge 0$.

```lean
/-- Under the hypotheses of `momentum_leakage_bound`, its inequality is an equality exactly when
every discarded level that `X` couples to `g` has energy `Λ`. -/
theorem momentum_leakage_eq_iff (hm : 0 < m) (hge : E g < E e) (hX : X e g ≠ 0)
    (hΛ : E g ≤ Λ) (hhigh : ∀ n ∈ discarded g e, Λ ≤ E n) :
    leakage g e (momentum m E X) = ((Λ - E g) / (E e - E g)) ^ 2 * leakage g e X ↔
      ∀ n ∈ discarded g e, X n g ≠ 0 → E n = Λ := by
  have hpos : 0 < (E e - E g) ^ 2 * ‖X e g‖ ^ 2 :=
    mul_pos (pow_pos (sub_pos.2 hge) 2) (pow_pos (norm_pos_iff.2 hX) 2)
  have hterm : ∀ n ∈ discarded g e,
      0 ≤ ((E n - E g) ^ 2 - (Λ - E g) ^ 2) * ‖X n g‖ ^ 2 := fun n hn => mul_nonneg
    (by nlinarith [hhigh n hn, mul_nonneg (sub_nonneg.2 hΛ) (sub_nonneg.2 (hhigh n hn))])
    (sq_nonneg _)
  -- a sum of nonnegative terms vanishes only term by term
  rw [← sub_eq_zero, ← or_iff_left (a := _ = (0 : ℝ)) hpos.ne', ← mul_eq_zero,
    leakage_excess hm hge hX Λ, Finset.sum_eq_zero_iff_of_nonneg hterm]
  refine forall₂_congr fun n hn => ⟨fun h0 hx => ?_, fun h0 => ?_⟩
  · have hz := (mul_eq_zero.1 h0).resolve_right (pow_ne_zero 2 (norm_ne_zero_iff.2 hx))
    by_contra hne
    have hlt : Λ < E n := lt_of_le_of_ne (hhigh n hn) (Ne.symm hne)
    nlinarith [mul_pos (sub_pos.2 hlt) (sub_pos.2 hlt),
      mul_nonneg (sub_nonneg.2 hΛ) (sub_pos.2 hlt).le]
  · by_cases hx : X n g = 0
    · simp [hx]
    · simp [h0 hx]
```

Equality means that the excess sum vanishes. Its terms are nonnegative, so each must be zero. Where $X_{ng}\neq 0$, the bracket must vanish, and the identity above then forces $E_n=\Lambda$. Conversely, if every coupled discarded level lies at $\Lambda$, all terms are zero. The two bullets in the proof are these two directions.

```lean
/-- For positive mass and an allowed transition `g → e` with `E g < E e`, if all discarded levels
lie above `e` and `X` couples `g` to one of them, then the leakage of `P` from `g`, relative to
`g → e`, is strictly greater than that of `X`. -/
theorem coordinate_leaks_less (hm : 0 < m) (hge : E g < E e) (hX : X e g ≠ 0)
    (hgap : ∀ n ∈ discarded g e, E e < E n) (hleak : ∃ n ∈ discarded g e, X n g ≠ 0) :
    leakage g e X < leakage g e (momentum m E X) := by
  have h1 := (momentum_leakage_bound hm hge hX hge.le fun n hn => (hgap n hn).le).2
  have h2 := momentum_leakage_eq_iff hm hge hX hge.le fun n hn => (hgap n hn).le
  rw [div_self (sub_pos.2 hge).ne', one_pow, one_mul] at h1 h2
  obtain ⟨n, hn, hx⟩ := hleak
  exact lt_of_le_of_ne h1 fun h => (hgap n hn).ne' (h2.1 h.symm n hn hx)
```

Now let every discarded level lie above $e$, and let $X$ couple $g$ to at least one of them. Choosing $\Lambda=E_e$ makes the factor 1, so $L_P\ge L_X$. Equality would put the coupled level at $E_e$, contrary to $E_n>E_e$. Hence $L_P>L_X$.

## Levels in increasing order

```lean
/-- For ordered levels `E 0 < E 1 ≤ E 2 ≤ ...`, positive mass and `X 1 0 ≠ 0`, the leakage of `P`
from level 0 into levels 2 and above, relative to the transition `0 → 1`, is at least
`((E 2 - E 0) / (E 1 - E 0))²` times that of `X`, and `P 1 0 ≠ 0`. -/
theorem ladder_leakage_bound {N : ℕ} {m : ℝ} {E : Fin (N + 3) → ℝ}
    {X : Matrix (Fin (N + 3)) (Fin (N + 3)) ℂ} (hm : 0 < m) (hE : Monotone E)
    (h01 : E 0 < E 1) (hX : X 1 0 ≠ 0) :
    momentum m E X 1 0 ≠ 0 ∧
      ((E 2 - E 0) / (E 1 - E 0)) ^ 2 * leakage 0 1 X ≤ leakage 0 1 (momentum m E X) := by
  refine momentum_leakage_bound hm h01 hX (hE (Fin.zero_le _)) fun n hn => hE ?_
  have v0 : ((0 : Fin (N + 3)) : ℕ) = 0 := rfl
  have v1 : ((1 : Fin (N + 3)) : ℕ) = 1 := Nat.mod_eq_of_lt (show 1 < N + 3 by omega)
  have v2 : ((2 : Fin (N + 3)) : ℕ) = 2 := Nat.mod_eq_of_lt (show 2 < N + 3 by omega)
  have hn' : n ≠ 0 ∧ n ≠ 1 := (Finset.mem_filter.1 hn).2
  have n0 : (n : ℕ) ≠ 0 := fun h => hn'.1 (Fin.ext (h.trans v0.symm))
  have n1 : (n : ℕ) ≠ 1 := fun h => hn'.2 (Fin.ext (h.trans v1.symm))
  rw [Fin.le_def, v2]
  omega

end

end TwoLevelGaugeLeakage
```

`Fin (N + 3)` is the set of labels $0,1,\dots,N+2$, so there are at least three levels. `Monotone E` says that the energies never decrease, and `h01` makes the first gap strictly positive. Degeneracy $E_1=E_2$ is allowed and gives the factor 1.

The proof applies the general bound with $g=0$, $e=1$ and $\Lambda=E_2$. Its remaining lines show that a label different from 0 and 1 is at least 2, so that its energy is at least $E_2$. This gives the opening inequality, together with $P_{10}\neq 0$.

```lean
#print axioms TwoLevelGaugeLeakage.square_defect
#print axioms TwoLevelGaugeLeakage.momentum_leakage_eq_iff
#print axioms TwoLevelGaugeLeakage.coordinate_leaks_less
#print axioms TwoLevelGaugeLeakage.ladder_leakage_bound
```

```
'TwoLevelGaugeLeakage.square_defect' depends on axioms: [propext, Classical.choice, Quot.sound]
'TwoLevelGaugeLeakage.momentum_leakage_eq_iff' depends on axioms: [propext, Classical.choice, Quot.sound]
'TwoLevelGaugeLeakage.coordinate_leaks_less' depends on axioms: [propext, Classical.choice, Quot.sound]
'TwoLevelGaugeLeakage.ladder_leakage_bound' depends on axioms: [propext, Classical.choice, Quot.sound]
```
